# A left eigenvector of a finite matrix with l r = 1 exists exactly when no Jordan chain of length two starts at the right eigenvector r

Coupled-cluster densities and analytic gradients are commonly computed with a left state of a non-Hermitian Hamiltonian, and the first choice is what to count as one. Here it is a row vector \(l\) with \(lM=El\), scaled by \(l\,r=1\) against a given right vector \(r\), and not to unit length. The Hamiltonian is represented by a finite square matrix \(M\).

```lean
import Mathlib

open Matrix
open scoped ComplexOrder

namespace CoupledClusterLeftState

variable {K n : Type*} [Field K] [Fintype n]
```

The entries lie in any field `K`, and the finite type `n` labels the basis states.

```lean
/-- The row vector `l` is a left eigenvector of `M` at energy `E`, normalised against the
right vector `r` by `l r = 1`. -/
def IsLeftState (M : Matrix n n K) (E : K) (r l : n → K) : Prop :=
  l ᵥ* M = E • l ∧ l ⬝ᵥ r = 1
```

Rows and columns are both functions `n → K`. The symbol `ᵥ*` multiplies a matrix by a row from the left, `*ᵥ` by a column from the right, and `⬝ᵥ` is \(\sum_i l_i r_i\), without complex conjugation.

```lean
/-- The vectors `r, x` form a Jordan chain of `M` at `E` starting at `r`: `r` is a nonzero
eigenvector and `(M - E) x = r`. -/
def IsJordanChain (M : Matrix n n K) (E : K) (r x : n → K) : Prop :=
  r ≠ 0 ∧ M *ᵥ r = E • r ∧ M *ᵥ x = E • x + r
```

The chain has length two: it consists of an eigenvector \(r\neq0\) and a second vector \(x\) with \((M-E)x=r\). "Starting at \(r\)" means that \(r\) is the eigenvector end.

## The range of \(M-E\) decides

```lean
/-- The shifted matrix `M - E` sends `x` to `M x - E x`. -/
theorem shift_mulVec [DecidableEq n] (M : Matrix n n K) (E : K) (x : n → K) :
    (M - E • (1 : Matrix n n K)) *ᵥ x = M *ᵥ x - E • x := by
  rw [Matrix.sub_mulVec, Matrix.smul_mulVec, Matrix.one_mulVec]
```

This lemma expands \((M-E)x=Mx-Ex\), where Lean writes the scalar as `E • 1`.

```lean
/-- A left eigenvector of `M` at `E` with `l r = 1` exists if and only if `r` is not in the
range of `M - E`. -/
theorem exists_left_iff_notMem_range [DecidableEq n] (M : Matrix n n K) (E : K) (r : n → K) :
    (∃ l, IsLeftState M E r l) ↔
      r ∉ LinearMap.range (M - E • (1 : Matrix n n K)).mulVecLin := by
  constructor
  · -- a left state annihilates the range of `M - E`
    rintro ⟨l, hl, hlr⟩ ⟨x, hx⟩
    rw [Matrix.mulVecLin_apply, shift_mulVec] at hx
    rw [← hx, dotProduct_sub, Matrix.dotProduct_mulVec, hl, smul_dotProduct,
      dotProduct_smul, sub_self] at hlr
    exact zero_ne_one hlr
  · intro hr
    -- a functional that vanishes on the range but not at `r`
    obtain ⟨g, hgr, hgR⟩ : ∃ g : (n → K) →ₗ[K] K,
        g r ≠ 0 ∧ ∀ x, g (M *ᵥ x - E • x) = 0 := by
      let R := LinearMap.range (M - E • (1 : Matrix n n K)).mulVecLin
      have hq : R.mkQ r ≠ 0 := by
        intro h0
        rw [Submodule.mkQ_apply, Submodule.Quotient.mk_eq_zero] at h0
        exact hr h0
      obtain ⟨φ, hφ⟩ : ∃ φ : Module.Dual K ((n → K) ⧸ R), φ (R.mkQ r) ≠ 0 := by
        by_contra hcon
        exact hq ((Module.forall_dual_apply_eq_zero_iff K _).1
          fun φ => not_not.1 fun h => hcon ⟨φ, h⟩)
      refine ⟨φ ∘ₗ R.mkQ, hφ, fun x => ?_⟩
      have hx : R.mkQ (M *ᵥ x - E • x) = 0 := by
        rw [Submodule.mkQ_apply, Submodule.Quotient.mk_eq_zero]
        exact ⟨x, shift_mulVec M E x⟩
      rw [LinearMap.comp_apply, hx, map_zero]
    -- its coordinates form a row vector
    obtain ⟨l, hl⟩ : ∃ l : n → K, ∀ x, l ⬝ᵥ x = g x := by
      refine ⟨fun i => g (fun j => if i = j then 1 else 0), fun x => ?_⟩
      rw [LinearMap.pi_apply_eq_sum_univ g x]
      exact Finset.sum_congr rfl fun i _ => mul_comm _ _
    have hM : l ᵥ* M = E • l := by
      apply dotProduct_eq
      intro x
      have hx := hgR x
      rw [map_sub, map_smul] at hx
      rw [← Matrix.dotProduct_mulVec, smul_dotProduct, hl, hl]
      exact sub_eq_zero.1 hx
    refine ⟨(g r)⁻¹ • l, ?_, ?_⟩
    · rw [Matrix.smul_vecMul, hM, smul_comm]
    · rw [smul_dotProduct, hl, smul_eq_mul, inv_mul_cancel₀ hgr]
```

The theorem holds for any \(r\), eigenvector or not. Suppose first that \(l\) is a left state and \(r=(M-E)x\). Then
\[
1=l\,r=lMx-E\,l\,x=E\,l\,x-E\,l\,x=0,
\]
a contradiction. The `rw` steps of the first half are this line.

Conversely, let \(r\) lie outside the range \(R\) of \(M-E\). Its class in the quotient \(K^n/R\) is nonzero, so some linear functional \(\varphi\) is nonzero on it. Composing \(\varphi\) with the quotient map `R.mkQ` gives a functional \(g\) with \(g(r)\neq0\) and \(g(Mx-Ex)=0\) for all \(x\). Its values on the basis vectors form a row \(l_0\) with \(l_0x=g(x)\), called `l` in the code. Hence
\[
l_0Mx=g(Mx)=E\,g(x)=E\,l_0x
\]
for every \(x\), so \(l_0M=El_0\). The left state is \(l=l_0/g(r)\).

```lean
/-- For a nonzero right eigenvector `r` of `M` at `E`, a left eigenvector at `E` with
`l r = 1` exists if and only if no Jordan chain starts at `r`. -/
theorem exists_left_iff_no_jordan_chain [DecidableEq n] (M : Matrix n n K) (E : K)
    (r : n → K) (hr : r ≠ 0) (h : M *ᵥ r = E • r) :
    (∃ l, IsLeftState M E r l) ↔ ¬ ∃ x, IsJordanChain M E r x := by
  refine (exists_left_iff_notMem_range M E r).trans (not_congr ?_)
  constructor
  · rintro ⟨x, hx⟩
    rw [Matrix.mulVecLin_apply, shift_mulVec] at hx
    exact ⟨x, hr, h, sub_eq_iff_eq_add'.1 hx⟩
  · rintro ⟨x, _, _, hx⟩
    refine ⟨x, ?_⟩
    rw [Matrix.mulVecLin_apply, shift_mulVec]
    exact sub_eq_iff_eq_add'.2 hx
```

Now \(r\) is a nonzero eigenvector. Being in the range means \(Mx-Ex=r\) for some \(x\), which is \(Mx=Ex+r\), the remaining condition for a Jordan chain. The proof rewrites one form into the other.

## The Lambda equations

```lean
/-- The coupled-cluster matrix on reference plus excited space: energy `E`, coupling row `b`,
excited block `A`, and a zero column below `E` (the amplitude equations). -/
def ccMatrix (E : K) (b : n → K) (A : Matrix n n K) : Matrix (Unit ⊕ n) (Unit ⊕ n) K :=
  Matrix.fromBlocks (Matrix.of fun _ _ => E) (Matrix.of fun _ j => b j) 0 A
```

In blocks, with the reference first,
\[
M=\begin{pmatrix}E&b\\0&A\end{pmatrix}.
\]
The zero column stands for solved amplitude equations. It is built into the definition, and \(b\) and \(A\) are arbitrary; obtaining them from \(e^{-T}He^{T}\), with \(T\) the cluster operator, is the step left to the physics.

```lean
/-- The reference vector: component one on the reference, zero on the excited space. -/
def reference (K n : Type*) [Field K] : Unit ⊕ n → K :=
  Sum.elim (fun _ => 1) (fun _ => 0)
```

The reference is \(e_0=(1,0)^{\mathsf T}\), and the zero column gives \(Me_0=Ee_0\).

```lean
/-- The row vector `(1, lam)` is a left state of the coupled-cluster matrix if and only if
`lam` solves the Lambda equations `b + lam A = E lam`. -/
theorem left_iff_lambda (E : K) (b lam : n → K) (A : Matrix n n K) :
    IsLeftState (ccMatrix E b A) E (reference K n) (Sum.elim (fun _ => 1) lam) ↔
      b + lam ᵥ* A = E • lam := by
  constructor
  · rintro ⟨h, _⟩
    funext j
    have hj := congrFun h (Sum.inr j)
    simpa [ccMatrix, Matrix.vecMul, dotProduct] using hj
  · intro h
    refine ⟨?_, by simp [reference, dotProduct]⟩
    funext i
    rcases i with u | j
    · simp [ccMatrix, Matrix.vecMul, dotProduct]
    · have hj := congrFun h j
      simpa [ccMatrix, Matrix.vecMul, dotProduct] using hj
```

Multiplying out,
\[
(1,\lambda)M=(E,\;b+\lambda A).
\]
This equals \(E(1,\lambda)\) exactly when \(b+\lambda A=E\lambda\), and \((1,\lambda)e_0=1\) is automatic. The proof compares components, with `simp` evaluating the block sums.

```lean
/-- The Lambda equations of coupled-cluster theory have a solution if and only if no Jordan
chain of the coupled-cluster matrix at `E` starts at the reference. -/
theorem lambda_solvable_iff [DecidableEq n] (E : K) (b : n → K) (A : Matrix n n K) :
    (∃ lam : n → K, b + lam ᵥ* A = E • lam) ↔
      ¬ ∃ x, IsJordanChain (ccMatrix E b A) E (reference K n) x := by
  have h0 : reference K n ≠ 0 := fun h => one_ne_zero (congrFun h (Sum.inl ()))
  have hE : ccMatrix E b A *ᵥ reference K n = E • reference K n := by
    funext i
    rcases i with u | j <;> simp [ccMatrix, reference, Matrix.mulVec, dotProduct]
  rw [← exists_left_iff_no_jordan_chain _ E _ h0 hE]
  constructor
  · rintro ⟨lam, h⟩
    exact ⟨_, (left_iff_lambda E b lam A).2 h⟩
  · rintro ⟨l, hl⟩
    -- normalisation fixes the reference component of `l` to one
    have h1 : l (Sum.inl ()) = 1 := by simpa [reference, dotProduct] using hl.2
    have e : l = Sum.elim (fun _ => 1) (fun j => l (Sum.inr j)) := by
      funext i
      rcases i with u | j
      · exact h1
      · rfl
    rw [e] at hl
    exact ⟨_, (left_iff_lambda E b _ A).1 hl⟩
```

A left state has reference component \(l\,e_0=1\), so it must have the form \((1,\lambda)\). Solving the Lambda equations is therefore the same as finding a left state, and the previous criterion applies at \(e_0\).

In a calculation, this is the linear solve \(\lambda(A-E)=-b\) after the amplitudes have converged; \(\lambda\) then enters the density matrices. With a single excited state and \(A=a\neq E\), it gives \(\lambda=b/(E-a)\), which grows without bound as \(a\to E\) at fixed \(b\neq0\).

```lean
/-- If the excited block is `E` times the identity, a Jordan chain starts at the reference
if and only if the coupling row `b` is nonzero. -/
theorem degenerate_chain_iff [DecidableEq n] (E : K) (b : n → K) :
    (∃ x, IsJordanChain (ccMatrix E b (E • (1 : Matrix n n K))) E (reference K n) x) ↔
      b ≠ 0 := by
  have h := lambda_solvable_iff E b (E • (1 : Matrix n n K))
  constructor
  · intro hx hb
    exact h.1 ⟨0, by simp [hb]⟩ hx
  · intro hb
    by_contra hx
    obtain ⟨lam, hl⟩ := h.2 hx
    rw [Matrix.vecMul_smul, Matrix.vecMul_one] at hl
    exact hb (by simpa using hl)
```

At \(A=E\cdot 1\) the equations read \(b+E\lambda=E\lambda\), so they are solvable exactly when \(b=0\). By the preceding theorem, a chain exists exactly when \(b\neq0\). Degeneracy with the reference alone therefore does not rule out a left state.

## Similarity to a Hermitian matrix

```lean
/-- If `M = S⁻¹ H S` with `H` Hermitian and `S` invertible, every nonzero right eigenvector
`r` of `M` at a real energy `E` has a left eigenvector at `E` with `l r = 1`. -/
theorem exists_left_of_similar_hermitian [DecidableEq n] (H S : Matrix n n ℂ)
    (hH : H.IsHermitian) (hS : IsUnit S.det) (E : ℝ) (r : n → ℂ) (hr : r ≠ 0)
    (h : (S⁻¹ * H * S) *ᵥ r = (E : ℂ) • r) :
    ∃ l, IsLeftState (S⁻¹ * H * S) (E : ℂ) r l := by
  have hSM : S * (S⁻¹ * H * S) = H * S := by
    rw [← mul_assoc, ← mul_assoc, Matrix.mul_nonsing_inv S hS, one_mul]
  -- `S r` is an eigenvector of `H`, and so is its adjoint from the left
  have hv : H *ᵥ (S *ᵥ r) = (E : ℂ) • (S *ᵥ r) := by
    rw [Matrix.mulVec_mulVec, ← hSM, ← Matrix.mulVec_mulVec, h, Matrix.mulVec_smul]
  have hl : star (S *ᵥ r) ᵥ* H = (E : ℂ) • star (S *ᵥ r) := by
    have h2 := congrArg star hv
    rw [Matrix.star_mulVec H, hH.eq, star_smul, Complex.star_def, Complex.conj_ofReal] at h2
    exact h2
  have hv0 : S *ᵥ r ≠ 0 := by
    intro h0
    apply hr
    calc r = S⁻¹ *ᵥ (S *ᵥ r) := by
          rw [Matrix.mulVec_mulVec, Matrix.nonsing_inv_mul S hS, Matrix.one_mulVec]
      _ = 0 := by rw [h0, Matrix.mulVec_zero]
  have hn : star (S *ᵥ r) ⬝ᵥ (S *ᵥ r) ≠ 0 :=
    fun h0 => hv0 (dotProduct_star_self_eq_zero.1 h0)
  refine ⟨(star (S *ᵥ r) ⬝ᵥ (S *ᵥ r))⁻¹ • (star (S *ᵥ r) ᵥ* S), ?_, ?_⟩
  · rw [Matrix.smul_vecMul, Matrix.vecMul_vecMul, hSM, ← Matrix.vecMul_vecMul, hl,
      Matrix.smul_vecMul, smul_comm]
  · rw [smul_dotProduct, ← Matrix.dotProduct_mulVec, smul_eq_mul, inv_mul_cancel₀ hn]

end CoupledClusterLeftState
```

Let \(M=S^{-1}HS\) with \(H\) Hermitian, and put \(v=Sr\). Since \(SM=HS\), we get \(Hv=SMr=Ev\). Taking adjoints, with \(E\) real, gives \(v^\dagger H=Ev^\dagger\). Invertibility of \(S\) makes \(v\neq0\), so \(v^\dagger v\neq0\), and
\[
l=\frac{v^\dagger S}{v^\dagger v},\qquad
lM=\frac{v^\dagger HS}{v^\dagger v}=El,\qquad
l\,r=\frac{v^\dagger v}{v^\dagger v}=1.
\]
The code's `hv`, `hl` and `hn` are the two eigenvalue equations and \(v^\dagger v\neq0\); `star` is the conjugate.

For coupled cluster with all excitations included in \(T\), in a finite orbital basis, \(S=e^{T}\), and the left state exists once the amplitude equations are solved. A truncated method such as CCSD projects \(e^{-T}He^{T}\) onto fewer states, and the projected matrix need not be similar to a Hermitian one. The chain criterion does not assume such a similarity, so it still applies there.

```lean
#print axioms CoupledClusterLeftState.exists_left_iff_no_jordan_chain
-- 'CoupledClusterLeftState.exists_left_iff_no_jordan_chain' depends on axioms: [propext, Classical.choice, Quot.sound]
#print axioms CoupledClusterLeftState.degenerate_chain_iff
-- 'CoupledClusterLeftState.degenerate_chain_iff' depends on axioms: [propext, Classical.choice, Quot.sound]
#print axioms CoupledClusterLeftState.exists_left_of_similar_hermitian
-- 'CoupledClusterLeftState.exists_left_of_similar_hermitian' depends on axioms: [propext, Classical.choice, Quot.sound]
```
